# For angular momentum one-half in the role of L, σ·L commutes with σ·L + 1 but not with L_z

The theorem `spin_orbit_counterexample` says that the spin-dependent potential σ·L commutes with σ·L + 1 but not with the component L_z. The model is finite and purely algebraic: σ is the vector of Pauli matrices, and L is half the Pauli matrices on a second two-dimensional space, so L has angular momentum one-half, and there is no radial or kinetic term. The first claim is proved from the fact that any operator commutes with itself and with 1. For the second, the attempt supposes that σ·L and L_z commute and compares one spin-flip matrix element of the two products, expecting `norm_num` to find two unequal numbers.

Lean 4 with Mathlib refuses this proof:

```lean
import Mathlib

open Matrix

namespace KappaCentralSymmetry

noncomputable section

variable {A : Type*} [Ring A] [Algebra ℂ A]

/-- The spin-orbit operator `σ·L + 1`. -/
def kappa (s L : Fin 3 → A) : A := ∑ i, s i * L i + 1

/-- The Pauli matrices with entries in an algebra `R` of orbital operators. -/
def pauli (R : Type*) [Ring R] [Algebra ℂ R] : Fin 3 → Matrix (Fin 2) (Fin 2) R :=
  ![!![0, 1; 1, 0], !![0, -(Complex.I • 1); Complex.I • 1, 0], !![1, 0; 0, -1]]

/-- An orbital operator acting equally on both spin components. -/
def orbital {R : Type*} [Ring R] (x : R) : Matrix (Fin 2) (Fin 2) R := !![x, 0; 0, x]

/-- Angular momentum one-half in the role of `L`, acting on a space separate from the spin. -/
def halfL (i : Fin 3) : Matrix (Fin 2) (Fin 2) (Matrix (Fin 2) (Fin 2) ℂ) :=
  orbital ((1 / 2 : ℂ) • pauli ℂ i)

/-- The spin-dependent potential `σ·L`, with `L` of angular momentum one-half, commutes with `σ·L +
1` but not with `halfL 2`, the `z` component of `L`. -/
theorem spin_orbit_counterexample :
    Commute (∑ i, pauli _ i * halfL i) (kappa (pauli _) halfL) ∧
    ¬ Commute (∑ i, pauli _ i * halfL i) (halfL 2) := by
  constructor
  · exact (Commute.refl _).add_right (Commute.one_right _)
  · intro h
    -- compare one spin-flip matrix element of the two products
    have h1 := congrArg (fun M => M 0 1 1 0) h.eq
    norm_num [halfL, orbital, pauli, Matrix.mul_apply, Fin.sum_univ_succ,
      Complex.ext_iff] at h1

end

end KappaCentralSymmetry
```

Lean reports:

```
Main.lean:32:2: error: unsolved goals
case right
h : Commute (∑ i, pauli (Matrix (Fin 2) (Fin 2) ℂ) i * halfL i) (halfL 2)
h1 :
  ((![1 / 2 + -(Complex.I * (1 / 2 * Complex.I)), 0] ᵥ*
            ![!![0, 1; 1, 0], !![0, -Complex.I; Complex.I, 0], !![1, 0; 0, -1]] 2)
          0).re =
      (![!![0, 1; 1, 0], !![0, -Complex.I; Complex.I, 0], !![1, 0; 0, -1]] 2 1 1).re ∧
    ((![1 / 2 + -(Complex.I * (1 / 2 * Complex.I)), 0] ᵥ*
            ![!![0, 1; 1, 0], !![0, -Complex.I; Complex.I, 0], !![1, 0; 0, -1]] 2)
          0).im =
      (![!![0, 1; 1, 0], !![0, -Complex.I; Complex.I, 0], !![1, 0; 0, -1]] 2 1 1).im
⊢ False
```

What went wrong. The error `unsolved goals` with `⊢ False` means that `norm_num` simplified `h1` but did not reach a contradiction. The chosen matrix element is a good one: it is 1/2 in (σ·L)L_z and −1/2 in L_z(σ·L). In the `h1` that is left, the common factor 1/2 has been cancelled, so the real parts should read 1 = −1.

Lean does not see this because unfolding `pauli` put the whole list of three matrices into the expression, and its entry at index `2` was never picked out. Both sides still contain `![…] 2`, which should have become the matrix σ_z, `!![1, 0; 0, -1]`.

The repair states each Pauli matrix as an equation of its own, proved by `rfl`: `p0`, `p1`, `p2` for complex entries and `q0`, `q1`, `q2` for entries that are themselves matrices. `norm_num` is given these in place of the definition of `pauli`, so it no longer has to look up an entry in a list. `Fin.sum_univ_three` and `Fin.sum_univ_two` replace `Fin.sum_univ_succ` and write the sums out at the indices `0`, `1`, `2`, the form in which the new equations are stated.

Fix (accepted with no message):

```diff
@@ -33,6 +33,13 @@
     -- compare one spin-flip matrix element of the two products
     have h1 := congrArg (fun M => M 0 1 1 0) h.eq
-    norm_num [halfL, orbital, pauli, Matrix.mul_apply, Fin.sum_univ_succ,
-      Complex.ext_iff] at h1
+    have p0 : pauli ℂ 0 = !![0, 1; 1, 0] := rfl
+    have p1 : pauli ℂ 1 = !![0, -(Complex.I • 1); Complex.I • 1, 0] := rfl
+    have p2 : pauli ℂ 2 = !![1, 0; 0, -1] := rfl
+    have q0 : pauli (Matrix (Fin 2) (Fin 2) ℂ) 0 = !![0, 1; 1, 0] := rfl
+    have q1 : pauli (Matrix (Fin 2) (Fin 2) ℂ) 1
+        = !![0, -(Complex.I • 1); Complex.I • 1, 0] := rfl
+    have q2 : pauli (Matrix (Fin 2) (Fin 2) ℂ) 2 = !![1, 0; 0, -1] := rfl
+    norm_num [halfL, orbital, p0, p1, p2, q0, q1, q2, Matrix.mul_apply,
+      Fin.sum_univ_three, Fin.sum_univ_two, Complex.ext_iff] at h1
 
 end
```
